# The hydrogen 1s radial density has total mass one, mean 3/2 and variance 3/4

I would like to describe the 1s electron by a single real number, its distance r from the nucleus, with an explicit density on r > 0, and not by a random point in three-dimensional space. In atomic units the hydrogen density is 4r² exp(−2r). It should have total mass one, mean 3/2 and variance 3/4, and I use these values to test a Metropolis sampler. Can they be proved rigorously and checked by machine, preferably for any nuclear charge Z > 0?

## Moments and exponential averages reduce to one Gamma integral

Yes. The normalised 1s orbital has |ψ|² = (Z³/π) exp(−2Zr). Multiplying by the shell area 4πr² gives the radial density

p(r) = 4Z³ r² exp(−2Zr).

For b > 0 and n = 0, 1, 2, …, the substitution u = br gives

∫₀^∞ rⁿ exp(−br) dr = Γ(n+1)/bⁿ⁺¹ = n!/bⁿ⁺¹.

With n = k + 2 and b = 2Z, and since (2Z)³ = 8Z³, the moments are

⟨rᵏ⟩ = 4Z³ (k+2)!/(2Z)ᵏ⁺³ = (k+2)!/(2(2Z)ᵏ).

Hence ⟨1⟩ = 1, ⟨r⟩ = 3/(2Z) and ⟨r²⟩ = 3/Z². For any reference radius c, expanding the square and then completing it in c gives

⟨(r − c)²⟩ = 3/Z² − 3c/Z + c² = 3/(4Z²) + (c − 3/(2Z))².

Setting c to the mean leaves the variance, 3/(4Z²). At Z = 1 the mean is 3/2 and the variance 3/4.

Exponential observables only shift the decay rate:

exp(tr) p(r) = 4Z³ r² exp(−(2Z − t)r).

For t < 2Z the integral is 4Z³ · 2/(2Z − t)³ = (2Z/(2Z − t))³. For t ≥ 2Z the integrand is at least 4Z³r², so the integral diverges.

For the maximum, write p(r) = 4Z (Zr exp(−Zr))² and x = Zr. The inequality y + 1 < exp(y) for y ≠ 0, taken at y = x − 1, gives x exp(−x) < exp(−1) whenever x ≠ 1. For r ≥ 0 both sides are non-negative, so squaring gives p(r) < p(1/Z) for r ≠ 1/Z.

## The density and its averages in Lean

`radialDensity Z r` is p(r), with Z and r real numbers; Z need not be an integer. `expectation Z f` integrates f(r)p(r) over `Ioi 0`, the open half-line r > 0. It does not divide by the total mass, so normalisation is a theorem and not a convention. `variance Z` is the expected squared deviation from the expected radius.

The hypothesis `0 < Z` stands for an attractive nucleus and makes the density decay. Under it, `radial_moment` gives every moment of natural-number order, `mean_sq_deviation` covers every real c, and `hydrogen_mass_mean_variance` collects the values at Z = 1. `exponential_average` states that exp(tr) is integrable against p exactly when t < 2Z, and gives the average in that range. `most_probable_radius` compares 1/Z with every other r ≥ 0.

The density is written down, not derived from the Schrödinger equation. It describes one non-relativistic electron around a fixed point nucleus. The probability of finding the electron within a finite radius is not treated, and neither is the convergence of a Markov chain.

```lean
import Mathlib

open MeasureTheory Set

namespace HydrogenRadialSampling

noncomputable section

/-- The 1s radial density `4 Z³ r² exp(-2 Z r)` of a one-electron atom with nuclear charge `Z`. -/
def radialDensity (Z r : ℝ) : ℝ := 4 * Z ^ 3 * r ^ 2 * Real.exp (-(2 * Z * r))

/-- The average of a radial observable `f` over the 1s radial density. -/
def expectation (Z : ℝ) (f : ℝ → ℝ) : ℝ := ∫ r in Ioi (0 : ℝ), f r * radialDensity Z r

/-- The variance of the electron's distance from the nucleus. -/
def variance (Z : ℝ) : ℝ :=
  expectation Z (fun r => (r - expectation Z (fun s => s)) ^ 2)

/-- The integral of a power times a decaying exponential over the half-line. -/
theorem integral_pow_exp (n : ℕ) {b : ℝ} (hb : 0 < b) :
    ∫ r in Ioi (0 : ℝ), r ^ n * Real.exp (-(b * r)) = (n.factorial : ℝ) / b ^ (n + 1) := by
  have h := Real.integral_rpow_mul_exp_neg_mul_Ioi (a := (n : ℝ) + 1) (r := b)
    (by positivity) hb
  have e : (1 / b) ^ ((n : ℝ) + 1) = (1 / b) ^ (n + 1) := by
    exact_mod_cast Real.rpow_natCast (1 / b) (n + 1)
  rw [Real.Gamma_nat_eq_factorial, e] at h
  simp only [add_sub_cancel_right, Real.rpow_natCast] at h
  rw [h, one_div, inv_pow, div_eq_inv_mul]

/-- A power times a decaying exponential is integrable over the half-line. -/
theorem integrable_pow_exp (n : ℕ) {b : ℝ} (hb : 0 < b) :
    IntegrableOn (fun r : ℝ => r ^ n * Real.exp (-(b * r))) (Ioi 0) := by
  -- a non-integrable function would have integral zero in Lean, but the value is positive
  by_contra h
  have h0 := integral_undef h
  rw [integral_pow_exp n hb] at h0
  have h1 : (n.factorial : ℝ) / b ^ (n + 1) ≠ 0 := by positivity
  exact h1 h0

private lemma pow_density (Z : ℝ) (k : ℕ) :
    (fun r : ℝ => r ^ k * radialDensity Z r) =
      fun r => 4 * Z ^ 3 * (r ^ (k + 2) * Real.exp (-(2 * Z * r))) := by
  funext r
  unfold radialDensity
  ring

private lemma exp_density (Z t r : ℝ) :
    Real.exp (t * r) * radialDensity Z r =
      4 * Z ^ 3 * (r ^ 2 * Real.exp (-((2 * Z - t) * r))) := by
  have h : Real.exp (-((2 * Z - t) * r)) = Real.exp (t * r) * Real.exp (-(2 * Z * r)) := by
    rw [← Real.exp_add]
    congr 1
    ring
  rw [h]
  unfold radialDensity
  ring

/-- The `k`-th moment of the electron-nucleus distance is `(k+2)! / (2 (2Z)^k)`. -/
theorem radial_moment {Z : ℝ} (hZ : 0 < Z) (k : ℕ) :
    expectation Z (fun r => r ^ k) = ((k + 2).factorial : ℝ) / (2 * (2 * Z) ^ k) := by
  change (∫ r in Ioi (0 : ℝ), r ^ k * radialDensity Z r) = _
  have h : (2 * Z) ^ (k + 2 + 1) = (2 * Z) ^ k * (8 * Z ^ 3) := by ring
  rw [pow_density, integral_const_mul, integral_pow_exp (k + 2) (by positivity : 0 < 2 * Z), h,
    mul_div_assoc', div_eq_div_iff (by positivity) (by positivity)]
  ring

/-- The 1s radial density has total mass one, and the mean distance is `3/(2Z)`. -/
theorem mass_and_mean {Z : ℝ} (hZ : 0 < Z) :
    expectation Z (fun _ => 1) = 1 ∧ expectation Z (fun r => r) = 3 / (2 * Z) := by
  constructor
  · have h := radial_moment hZ 0
    simp only [pow_zero] at h
    rw [h]
    norm_num [Nat.factorial]
  · have h := radial_moment hZ 1
    simp only [pow_one] at h
    have f : ((1 + 2).factorial : ℝ) = 6 := by norm_num [Nat.factorial]
    rw [h, f, div_eq_div_iff (by positivity) (by positivity)]
    ring

/-- The mean squared deviation of the distance from a reference radius `c` is `3/(4Z²)` plus
the squared offset of `c` from `3/(2Z)`. -/
theorem mean_sq_deviation {Z : ℝ} (hZ : 0 < Z) (c : ℝ) :
    expectation Z (fun r => (r - c) ^ 2) = 3 / (4 * Z ^ 2) + (c - 3 / (2 * Z)) ^ 2 := by
  have hi : ∀ k : ℕ, IntegrableOn (fun r : ℝ => r ^ k * radialDensity Z r) (Ioi 0) := by
    intro k
    rw [pow_density]
    exact (integrable_pow_exp (k + 2) (by positivity : 0 < 2 * Z)).const_mul _
  have m0 : ∫ r in Ioi (0 : ℝ), r ^ 0 * radialDensity Z r = 1 := by
    simp only [pow_zero]
    exact (mass_and_mean hZ).1
  have m1 : ∫ r in Ioi (0 : ℝ), r ^ 1 * radialDensity Z r = 3 / (2 * Z) := by
    simp only [pow_one]
    exact (mass_and_mean hZ).2
  have m2 : ∫ r in Ioi (0 : ℝ), r ^ 2 * radialDensity Z r = 3 / Z ^ 2 := by
    have f : ((2 + 2).factorial : ℝ) = 24 := by norm_num [Nat.factorial]
    refine (radial_moment hZ 2).trans ?_
    rw [f, div_eq_div_iff (by positivity) (by positivity)]
    ring
  -- expand the square into the moments of order two, one and zero
  have e : (fun r : ℝ => (r - c) ^ 2 * radialDensity Z r) = fun r =>
      (r ^ 2 * radialDensity Z r - 2 * c * (r ^ 1 * radialDensity Z r))
        + c ^ 2 * (r ^ 0 * radialDensity Z r) := by
    funext r
    ring
  have i1 : IntegrableOn (fun r : ℝ => 2 * c * (r ^ 1 * radialDensity Z r)) (Ioi 0) :=
    (hi 1).const_mul _
  have i0 : IntegrableOn (fun r : ℝ => c ^ 2 * (r ^ 0 * radialDensity Z r)) (Ioi 0) :=
    (hi 0).const_mul _
  have i21 : IntegrableOn (fun r : ℝ => r ^ 2 * radialDensity Z r
      - 2 * c * (r ^ 1 * radialDensity Z r)) (Ioi 0) := (hi 2).sub i1
  change (∫ r in Ioi (0 : ℝ), (r - c) ^ 2 * radialDensity Z r) = _
  rw [e, integral_add i21 i0, integral_sub (hi 2) i1, integral_const_mul, integral_const_mul,
    m0, m1, m2]
  field_simp
  ring

/-- The variance of the electron-nucleus distance is `3/(4Z²)`. -/
theorem variance_eq {Z : ℝ} (hZ : 0 < Z) : variance Z = 3 / (4 * Z ^ 2) := by
  unfold variance
  rw [mean_sq_deviation hZ, (mass_and_mean hZ).2]
  ring

/-- For hydrogen the 1s radial density has total mass one, mean `3/2` and variance `3/4`. -/
theorem hydrogen_mass_mean_variance :
    expectation 1 (fun _ => 1) = 1 ∧ expectation 1 (fun r => r) = 3 / 2 ∧
      variance 1 = 3 / 4 := by
  refine ⟨(mass_and_mean one_pos).1, ?_, ?_⟩
  · rw [(mass_and_mean one_pos).2]
    norm_num
  · rw [variance_eq one_pos]
    norm_num

/-- The observable `exp(t r)` is integrable against the 1s radial density exactly when `t < 2Z`,
and its average is then `(2Z/(2Z-t))³`. -/
theorem exponential_average {Z : ℝ} (hZ : 0 < Z) (t : ℝ) :
    (IntegrableOn (fun r => Real.exp (t * r) * radialDensity Z r) (Ioi 0) ↔ t < 2 * Z) ∧
      (t < 2 * Z →
        expectation Z (fun r => Real.exp (t * r)) = (2 * Z / (2 * Z - t)) ^ 3) := by
  refine ⟨⟨fun h => ?_, fun ht => ?_⟩, fun ht => ?_⟩
  · -- for t ≥ 2Z the integrand dominates a multiple of r²
    by_contra hn
    have ht : 2 * Z ≤ t := not_lt.mp hn
    have hc : 4 * Z ^ 3 ≠ 0 := by positivity
    refine not_integrableOn_Ioi_rpow 2 (Integrable.mono' (h.const_mul (4 * Z ^ 3)⁻¹)
      (Measurable.aestronglyMeasurable (by fun_prop)) ?_)
    filter_upwards [ae_restrict_mem measurableSet_Ioi] with r hr
    have hr0 : 0 < r := hr
    rw [Real.rpow_two, Real.norm_of_nonneg (sq_nonneg r), exp_density,
      inv_mul_cancel_left₀ hc]
    have hp := mul_nonneg (sub_nonneg.mpr ht) hr0.le
    exact le_mul_of_one_le_right (sq_nonneg r) (Real.one_le_exp (by linarith))
  · simp only [exp_density]
    exact (integrable_pow_exp 2 (sub_pos.mpr ht)).const_mul _
  · change (∫ r in Ioi (0 : ℝ), Real.exp (t * r) * radialDensity Z r) = _
    have f : ((2 : ℕ).factorial : ℝ) = 2 := by norm_num [Nat.factorial]
    simp only [exp_density]
    rw [integral_const_mul, integral_pow_exp 2 (sub_pos.mpr ht), f, div_pow]
    ring

/-- The 1s radial density is strictly largest at the distance `1/Z`. -/
theorem most_probable_radius {Z r : ℝ} (hZ : 0 < Z) (hr : 0 ≤ r) (hne : r ≠ 1 / Z) :
    radialDensity Z r < radialDensity Z (1 / Z) := by
  have e : ∀ s, radialDensity Z s = 4 * Z * (Z * s * Real.exp (-(Z * s))) ^ 2 := by
    intro s
    have h : Real.exp (-(2 * Z * s)) = Real.exp (-(Z * s)) * Real.exp (-(Z * s)) := by
      rw [← Real.exp_add]
      congr 1
      ring
    unfold radialDensity
    rw [h]
    ring
  have hx : Z * r - 1 ≠ 0 := by
    intro h
    apply hne
    rw [eq_div_iff hZ.ne']
    linarith
  -- the tangent line of the exponential gives Zr < exp(Zr - 1)
  have h1 : Z * r < Real.exp (Z * r - 1) := by
    have := Real.add_one_lt_exp hx
    linarith
  have h2 : Z * r * Real.exp (-(Z * r)) < Real.exp (-1) := by
    calc Z * r * Real.exp (-(Z * r))
        < Real.exp (Z * r - 1) * Real.exp (-(Z * r)) :=
          mul_lt_mul_of_pos_right h1 (Real.exp_pos _)
      _ = Real.exp (-1) := by
          rw [← Real.exp_add]
          congr 1
          ring
  rw [e r, e (1 / Z), mul_one_div_cancel hZ.ne', one_mul]
  have h3 := pow_lt_pow_left₀ h2 (by positivity) two_ne_zero
  have h4 : 0 < 4 * Z := by positivity
  nlinarith [mul_pos h4 (sub_pos.mpr h3)]

end

end HydrogenRadialSampling
```

```lean
#print axioms HydrogenRadialSampling.hydrogen_mass_mean_variance
-- 'HydrogenRadialSampling.hydrogen_mass_mean_variance' depends on axioms: [propext, Classical.choice, Quot.sound]
#print axioms HydrogenRadialSampling.exponential_average
-- 'HydrogenRadialSampling.exponential_average' depends on axioms: [propext, Classical.choice, Quot.sound]
#print axioms HydrogenRadialSampling.most_probable_radius
-- 'HydrogenRadialSampling.most_probable_radius' depends on axioms: [propext, Classical.choice, Quot.sound]
```

## From the Gamma integral to the variance and the maximum

`integral_pow_exp` specialises Mathlib's Gamma integral to natural powers. The private lemmas `pow_density` and `exp_density` rewrite the two kinds of integrand as a constant times a power times an exponential. `radial_moment` then pulls out the constant and simplifies the fraction, and `mass_and_mean` takes k = 0 and k = 1.

In `mean_sq_deviation`, the equation `e` expands the square into moments of order two, one and zero. Splitting the integral with `integral_add` and `integral_sub` requires each part to be integrable, which `hi` supplies. `variance_eq` sets c to the mean.

The divergence half of `exponential_average` argues by contradiction. If the integrand were integrable for some t ≥ 2Z, `Integrable.mono'` would make r² integrable over the half-line, which `not_integrableOn_Ioi_rpow` rules out. In `most_probable_radius`, `Real.add_one_lt_exp` provides the strict inequality, and `pow_lt_pow_left₀` squares it.

## Integrability read off from a non-zero integral

The expansion of the square and the convergent half of the exponential average both rest on `integrable_pow_exp`, whose proof uses a Lean convention. Mathlib assigns the value zero to the integral of a non-integrable function, and `integral_undef` states this. The value n!/bⁿ⁺¹ is already known from `integral_pow_exp` and is positive, so the function must be integrable. No separate tail estimate is needed.

## Checking a Metropolis run

The theorems give exact targets for a variational Monte Carlo sampler whose trial function is the 1s orbital ψ above. A walker moving in Cartesian coordinates samples |ψ|², and the factor r² arises from the volume element when distances are recorded. A walker moving in r alone must sample p(r), which includes that factor. For a symmetric proposal r → r′ with r′ > 0, the acceptance probability is

min(1, (r′/r)² exp(−2Z(r′ − r))),

and proposals with r′ ≤ 0 are rejected. If the factor (r′/r)² is missing, the sampled mean tends to 1/(2Z) instead of 3/(2Z).

The variance sets the error bar: N independent samples give the mean radius a standard error of √3/(2Z√N), while correlated samples require an autocorrelation correction.

The exponential average matters when samples drawn at charge Z are reweighted to charge Z′ > 0. Up to a constant, the weights are exp(tr) with t = 2(Z − Z′). Their mean is always finite, but their variance is finite only if 2t < 2Z, that is, if Z′ > Z/2.
